# Equally spaced charges have the least Coulomb energy on a circle

**Q.** Take $N$ equal point charges confined to a ring and repelling each other with the ordinary $1/r$ potential. Before I believe any theorem about their minimum energy, I want to know what "energy" means in the Lean code.

**A.** It is the sum of inverse straight-line distances. The ring has radius 1 and the charges are 1, so energies are in units of $q^2/(4\pi\varepsilon_0 \rho)$ for charge $q$ and radius $\rho$. Charge $j$ sits at $e^{it_j}$ in the complex plane, with labels running from $0$ to $N-1$. The $i$ that multiplies an angle is the imaginary unit, and the subscript $i$ is a label:

$$E(t)=\sum_{0\le i<j<N}\frac{1}{|e^{it_j}-e^{it_i}|}.$$

```lean
import Mathlib

open Real Finset

namespace CoulombCircle

noncomputable section

/-- Coulomb energy of `N` unit charges on the unit circle at the angles `t 0, ..., t (N-1)`: the sum
of inverse distances over all pairs. It is the physical energy only if the positions are distinct,
since Lean sets `1 / 0 = 0`. -/
def energy (N : ℕ) (t : ℕ → ℝ) : ℝ :=
  ∑ j ∈ range N, ∑ i ∈ range j,
    1 / ‖Complex.exp (t j * Complex.I) - Complex.exp (t i * Complex.I)‖
```

The angles form a sequence `t : ℕ → ℝ`, of which only the first $N$ entries matter. The double sum over `range N` and `range j` counts each pair once.

**Q.** Lean sets $1/0=0$, so two coincident charges would cost nothing.

**A.** The theorems exclude that case by assuming `Ordered N t`, which says $t_i<t_j<t_i+2\pi$ whenever $i<j<N$.

```lean
/-- The first `N` angles increase strictly and stay within one turn. -/
def Ordered (N : ℕ) (t : ℕ → ℝ) : Prop :=
  ∀ i j, i < j → j < N → t i < t j ∧ t j < t i + 2 * π
```

**Q.** Then you treat only charges that are already numbered around the ring.

**A.** Yes. For arbitrary distinct positions you first reduce the angles to $[0,2\pi)$ and sort them. This changes neither the positions nor the energy, but it is a step you add to the theorems yourself.

**Q.** And what do they say about ordered charges?

**A.** That $E(t)\ge E_N$, where

$$E_N=\frac N4\sum_{k=1}^{N-1}\frac1{\sin(\pi k/N)},$$

with equality exactly for equal spacing. The proof compares each pair with the corresponding pair of the regular polygon. Write $f(x)=1/(2\sin x)$ for the pair potential at half the angular separation, and subtract its tangent at $a$:

$$R(a,x)=f(x)-f(a)+\frac{\cos a}{2\sin^2a}(x-a).$$

The plus sign is right because $f'(a)=-\cos a/(2\sin^2 a)$. In Lean, $R$ is called `remainder`.

```lean
/-- The pair potential `1 / (2 sin x)` at half-angle `x` minus its tangent line at `a`,
for `x` and `a` strictly between `0` and `π`. -/
def remainder (a x : ℝ) : ℝ :=
  1 / (2 * sin x) - 1 / (2 * sin a) + cos a / (2 * sin a ^ 2) * (x - a)
```

**Q.** You have moved from distances to sines. Is that assumed?

**A.** It is proved. For $a<b<a+2\pi$,

$$|e^{ib}-e^{ia}|^2=2-2\cos(b-a)=4\sin^2\frac{b-a}2,$$

and the half-angle lies in $(0,\pi)$, so the sine is positive and the distance is $2\sin((b-a)/2)$. Lean likewise compares squares of nonnegative numbers, then combines the trigonometric identities.

```lean
/-- Two points of the unit circle at angles `a < b < a + 2π` are at distance
`2 sin ((b - a) / 2)`. -/
theorem chord_length {a b : ℝ} (h : a < b) (h' : b < a + 2 * π) :
    ‖Complex.exp (b * Complex.I) - Complex.exp (a * Complex.I)‖ = 2 * sin ((b - a) / 2) := by
  have hs : 0 < sin ((b - a) / 2) := Real.sin_pos_of_pos_of_lt_pi (by linarith) (by linarith)
  refine (sq_eq_sq₀ (norm_nonneg _) (by positivity)).1 ?_
  rw [Complex.sq_norm, Complex.normSq_apply, Complex.sub_re, Complex.sub_im,
    Complex.exp_ofReal_mul_I_re, Complex.exp_ofReal_mul_I_re,
    Complex.exp_ofReal_mul_I_im, Complex.exp_ofReal_mul_I_im]
  have h2 : cos b * cos a + sin b * sin a = 2 * cos ((b - a) / 2) ^ 2 - 1 := by
    rw [← Real.cos_sub, ← Real.cos_two_mul]
    congr 1
    ring
  linear_combination Real.sin_sq_add_cos_sq b + Real.sin_sq_add_cos_sq a - 2 * h2
    - 4 * Real.sin_sq_add_cos_sq ((b - a) / 2)
```

**Q.** A stationary point could still be only a local minimum. What makes the bound global?

**A.** The potential lies above its tangents on all of $(0,\pi)$. Start with the sine. For $x\ne a$, the mean value theorem gives $\sin x-\sin a=\cos c\,(x-a)$ with $c$ between them. Cosine decreases on $[0,\pi]$, so if $x>a$ then $\cos c<\cos a$, and if $x<a$ then $\cos c>\cos a$ while $x-a$ is negative. Either way,

$$\sin x<T,\qquad T=\sin a+\cos a\,(x-a).$$

The two branches of the Lean proof are these two cases.

```lean
/-- Between `0` and `π` the sine lies strictly below its tangent at any other point. -/
theorem sin_lt_tangent {a x : ℝ} (ha : 0 < a) (ha' : a < π) (hx : 0 < x) (hx' : x < π)
    (hne : x ≠ a) : sin x < sin a + cos a * (x - a) := by
  rcases lt_or_gt_of_ne hne with h | h
  · obtain ⟨c, hc, hs⟩ := exists_hasDerivAt_eq_slope Real.sin Real.cos h
      Real.continuous_sin.continuousOn (fun y _ => Real.hasDerivAt_sin y)
    rw [eq_div_iff (sub_pos.2 h).ne'] at hs
    have hcos := Real.cos_lt_cos_of_nonneg_of_le_pi (hx.trans hc.1).le ha'.le hc.2
    nlinarith [mul_pos (sub_pos.2 hcos) (sub_pos.2 h)]
  · obtain ⟨c, hc, hs⟩ := exists_hasDerivAt_eq_slope Real.sin Real.cos h
      Real.continuous_sin.continuousOn (fun y _ => Real.hasDerivAt_sin y)
    rw [eq_div_iff (sub_pos.2 h).ne'] at hs
    have hcos := Real.cos_lt_cos_of_nonneg_of_le_pi ha.le (hc.2.trans hx').le hc.1
    nlinarith [mul_pos (sub_pos.2 hcos) (sub_pos.2 h)]
```

Putting $R$ over a common denominator gives

$$R(a,x)=\frac{(\sin a-\sin x)^2+\sin x\,(T-\sin x)}{2\sin x\,\sin^2a}>0.$$

This identity is `key` in the next proof; `field_simp` and `ring` verify it.

```lean
/-- Between `0` and `π` the Coulomb pair potential lies strictly above its tangent at any
other half-angle. -/
theorem remainder_pos {a x : ℝ} (ha : 0 < a) (ha' : a < π) (hx : 0 < x) (hx' : x < π)
    (hne : x ≠ a) : 0 < remainder a x := by
  have hσ := Real.sin_pos_of_pos_of_lt_pi ha ha'
  have hs := Real.sin_pos_of_pos_of_lt_pi hx hx'
  have ht := sin_lt_tangent ha ha' hx hx' hne
  have key : remainder a x = ((sin a - sin x) ^ 2
      + sin x * (sin a + cos a * (x - a) - sin x)) / (2 * sin x * sin a ^ 2) := by
    unfold remainder
    field_simp
    ring
  rw [key]
  exact div_pos (add_pos_of_nonneg_of_pos (sq_nonneg _) (mul_pos hs (by linarith)))
    (by positivity)
```

**Q.** That handles one pair. Summed over pairs, the linear terms could have either sign.

**A.** They cancel, because the polygon is in equilibrium. Set

$$c_k=\frac{\cos(\pi k/N)}{2\sin^2(\pi k/N)}.$$

Since $\pi(N-k)/N=\pi-\pi k/N$, we have $c_{N-k}=-c_k$. The inverse sines, by contrast, are unchanged under $k\to N-k$. One lemma serves both: if $h_{N-k}=e\,h_k$ and $S(M)=\sum_{k=1}^M h_k$, then

$$S(N-1-M)+e\,S(M)=S(N-1).$$

Here $e$ is just a factor, $-1$ for the forces and $+1$ for the inverse sines. The last $M$ terms of the full sum are $e$ times the first $M$, in reverse order. Lean transfers them one at a time by induction.

```lean
lemma partial_sum {N : ℕ} {h : ℕ → ℝ} {e : ℝ}
    (hh : ∀ k, 0 < k → k < N → h (N - k) = e * h k) (M : ℕ) (hM : M < N) :
    ∑ k ∈ range (N - 1 - M), h (k + 1) + e * ∑ k ∈ range M, h (k + 1)
      = ∑ k ∈ range (N - 1), h (k + 1) := by
  induction M with
  | zero => simp
  | succ M ih =>
    have ih' := ih (by omega)
    have e1 : N - 1 - M = N - 1 - (M + 1) + 1 := by omega
    have e2 : N - 1 - (M + 1) + 1 = N - (M + 1) := by omega
    rw [e1, Finset.sum_range_succ, e2, hh (M + 1) (by omega) hM] at ih'
    rw [Finset.sum_range_succ (fun k => h (k + 1)) M]
    linear_combination ih'
```

The next lemma reverses the order of summation, so that $\sum_{i<m}h_{m-i}=S(m)$.

```lean
lemma sum_reverse (h : ℕ → ℝ) (m : ℕ) :
    ∑ i ∈ range m, h (m - i) = ∑ k ∈ range m, h (k + 1) := by
  refine Eq.trans (Finset.sum_congr rfl fun i hi => ?_)
    (Finset.sum_range_reflect (fun k => h (k + 1)) m)
  have := Finset.mem_range.1 hi
  show h (m - i) = h (m - 1 - i + 1)
  exact congrArg h (by omega)
```

For the force take $h=c$ and $e=-1$. Setting $M=N-1$ gives $S(N-1)=0$, and then $M=N-1-m$ gives $S(m)=S(N-1-m)$. The left side is the force on site $m$ from lower-numbered sites, the right side the opposing force from higher-numbered ones.

```lean
/-- Force balance in a ring of `N` sites: if the force `c k` between sites `k` steps apart
changes sign under `k → N - k`, the forces on site `m` from lower and higher sites cancel. -/
theorem force_balance {N : ℕ} {c : ℕ → ℝ} (hc : ∀ k, 0 < k → k < N → c (N - k) = -c k)
    {m : ℕ} (hm : m < N) :
    ∑ i ∈ range m, c (m - i) = ∑ j ∈ Ico (m + 1) N, c (j - m) := by
  have hc' : ∀ k, 0 < k → k < N → c (N - k) = (-1) * c k := fun k h1 h2 => by
    rw [hc k h1 h2]; ring
  have h1 := partial_sum hc' (N - 1 - m) (by omega)
  have h2 := partial_sum hc' (N - 1) (by omega)
  rw [show N - 1 - (N - 1 - m) = m by omega] at h1
  rw [Nat.sub_self, Finset.sum_range_zero] at h2
  have hr : ∑ j ∈ Ico (m + 1) N, c (j - m) = ∑ k ∈ range (N - 1 - m), c (k + 1) := by
    rw [Finset.sum_Ico_eq_sum_range, show N - (m + 1) = N - 1 - m by omega]
    exact Finset.sum_congr rfl fun k _ => congrArg c (by omega)
  rw [sum_reverse, hr]
  linarith
```

**Q.** Is $c_k$ really the tangential force?

**A.** It is twice the usual one, because it is a derivative with respect to the half-angle. The displacements are halved to match: $u_j=t_j/2-\pi j/N$. Collecting the coefficient of each $u_m$,

$$\sum_{i<j}c_{j-i}(u_j-u_i)=\sum_m u_m\Big(\sum_{i<m}c_{m-i}-\sum_{j>m}c_{j-m}\Big)=0.$$

In Lean, `Finset.sum_comm'` exchanges the two sums and `force_balance` finishes. The displacements need not be small.

```lean
/-- If the force `c k` between sites `k` steps apart changes sign under `k → N - k`, the total
first-order work of arbitrary displacements `u` vanishes. -/
theorem virtual_work {N : ℕ} {c : ℕ → ℝ} (hc : ∀ k, 0 < k → k < N → c (N - k) = -c k)
    (u : ℕ → ℝ) : ∑ j ∈ range N, ∑ i ∈ range j, c (j - i) * (u j - u i) = 0 := by
  have hs : ∑ j ∈ range N, ∑ i ∈ range j, c (j - i) * u i
      = ∑ i ∈ range N, ∑ j ∈ Ico (i + 1) N, c (j - i) * u i :=
    Finset.sum_comm' (by intro x y; simp only [Finset.mem_range, Finset.mem_Ico]; omega)
  simp only [mul_sub, Finset.sum_sub_distrib]
  rw [hs, sub_eq_zero]
  refine Finset.sum_congr rfl fun m hm => ?_
  rw [← Finset.sum_mul, ← Finset.sum_mul, force_balance hc (Finset.mem_range.1 hm)]
```

**Q.** Where does the factor $N/4$ come from?

**A.** From the polygon's own pair sum. With $e=1$, $S(N-1-j)+S(j)=S(N-1)$. Summing over $j=0,\dots,N-1$ counts $\sum_jS(j)$ twice, so

$$\sum_{i<j}h_{j-i}=\frac N2\sum_{k=1}^{N-1}h_k.$$

For $h_k=1/(2\sin(\pi k/N))$ this is $E_N$.

```lean
lemma pair_sum {N : ℕ} {h : ℕ → ℝ} (hh : ∀ k, 0 < k → k < N → h (N - k) = h k) :
    ∑ j ∈ range N, ∑ i ∈ range j, h (j - i) = N / 2 * ∑ k ∈ Ico 1 N, h k := by
  have hT : ∑ k ∈ Ico 1 N, h k = ∑ k ∈ range (N - 1), h (k + 1) := by
    rw [Finset.sum_Ico_eq_sum_range]
    exact Finset.sum_congr rfl fun k _ => congrArg h (by omega)
  have h1 : ∑ j ∈ range N, (∑ k ∈ range (N - 1 - j), h (k + 1) + ∑ k ∈ range j, h (k + 1))
      = ∑ _j ∈ range N, ∑ k ∈ range (N - 1), h (k + 1) :=
    Finset.sum_congr rfl fun j hj => by
      have := partial_sum (h := h) (e := 1) (fun k a b => by rw [hh k a b, one_mul]) j
        (Finset.mem_range.1 hj)
      rwa [one_mul] at this
  have h2 := Finset.sum_range_reflect (fun j => ∑ k ∈ range j, h (k + 1)) N
  rw [Finset.sum_add_distrib, Finset.sum_const, Finset.card_range, nsmul_eq_mul] at h1
  simp only [sum_reverse]
  rw [hT]
  linarith
```

The reflection of the angles has its own short lemma.

```lean
lemma angle_reflect {N k : ℕ} (hk : k < N) :
    π * ((N - k : ℕ) : ℝ) / N = π - π * k / N := by
  have hN : (N : ℝ) ≠ 0 := Nat.cast_ne_zero.2 (by omega)
  rw [Nat.cast_sub hk.le, mul_sub, sub_div, mul_div_cancel_right₀ _ hN]
```

Now sum $R$ over all pairs, with $a=\pi(j-i)/N$ and $x=(t_j-t_i)/2$. Then $x-a=u_j-u_i$, the linear terms vanish, and

$$E(t)-E_N=\sum_{i<j}R\!\left(\frac{\pi(j-i)}N,\frac{t_j-t_i}2\right).$$

In the code, `hE` inserts the chord lengths, `hV` and `hV'` evaluate the polygon, `hW` removes the linear terms and `hR` expands the remainders.

```lean
/-- For ordered angles, the energy above the regular-polygon value is the sum over pairs of the
tangent remainders taken at the polygon's half-angles. -/
theorem energy_excess {N : ℕ} {t : ℕ → ℝ} (ht : Ordered N t) :
    energy N t - N / 4 * ∑ k ∈ Ico 1 N, 1 / sin (π * k / N)
      = ∑ j ∈ range N, ∑ i ∈ range j,
          remainder (π * ((j - i : ℕ) : ℝ) / N) ((t j - t i) / 2) := by
  have hE : energy N t = ∑ j ∈ range N, ∑ i ∈ range j, 1 / (2 * sin ((t j - t i) / 2)) :=
    Finset.sum_congr rfl fun j hj => Finset.sum_congr rfl fun i hi => by
      have h := ht i j (Finset.mem_range.1 hi) (Finset.mem_range.1 hj)
      rw [chord_length h.1 h.2]
  have hV := pair_sum (N := N) (h := fun k => 1 / (2 * sin (π * k / N)))
    (fun k _ hk => by simp only [angle_reflect hk, Real.sin_pi_sub])
  have hV' : (N : ℝ) / 2 * ∑ k ∈ Ico 1 N, 1 / (2 * sin (π * k / N))
      = N / 4 * ∑ k ∈ Ico 1 N, 1 / sin (π * k / N) := by
    rw [Finset.mul_sum, Finset.mul_sum]
    exact Finset.sum_congr rfl fun k _ => by ring
  -- the linear terms are the work done against balanced forces
  have hW := virtual_work (N := N) (c := fun k => cos (π * k / N) / (2 * sin (π * k / N) ^ 2))
    (fun k _ hk => by
      simp only [angle_reflect hk, Real.sin_pi_sub, Real.cos_pi_sub, neg_div])
    (fun j => t j / 2 - π * j / N)
  have hR : ∑ j ∈ range N, ∑ i ∈ range j,
        remainder (π * ((j - i : ℕ) : ℝ) / N) ((t j - t i) / 2)
      = ∑ j ∈ range N, ∑ i ∈ range j, (1 / (2 * sin ((t j - t i) / 2))
        - 1 / (2 * sin (π * ((j - i : ℕ) : ℝ) / N))
        + cos (π * ((j - i : ℕ) : ℝ) / N) / (2 * sin (π * ((j - i : ℕ) : ℝ) / N) ^ 2)
          * ((t j / 2 - π * j / N) - (t i / 2 - π * i / N))) :=
    Finset.sum_congr rfl fun j _ => Finset.sum_congr rfl fun i hi => by
      have e : (t j - t i) / 2 - π * ((j - i : ℕ) : ℝ) / N
          = (t j / 2 - π * j / N) - (t i / 2 - π * i / N) := by
        rw [Nat.cast_sub (Finset.mem_range.1 hi).le]
        ring
      rw [remainder, e]
  rw [hR]
  simp only [Finset.sum_add_distrib, Finset.sum_sub_distrib]
  linarith
```

**Q.** So the excess energy is an exact sum, with no expansion in small displacements.

**A.** Yes. Each term is positive if its pair has the wrong separation, and zero if it has the polygon's. The next two lemmas check that both half-angles lie in $(0,\pi)$ and treat these cases.

```lean
lemma remainder_pair {N : ℕ} {t : ℕ → ℝ} (ht : Ordered N t) {i j : ℕ} (hij : i < j)
    (hj : j < N) (hne : (t j - t i) / 2 ≠ π * ((j - i : ℕ) : ℝ) / N) :
    0 < remainder (π * ((j - i : ℕ) : ℝ) / N) ((t j - t i) / 2) := by
  have h := ht i j hij hj
  have hN : (0 : ℝ) < N := Nat.cast_pos.2 (by omega)
  have hk : (0 : ℝ) < ((j - i : ℕ) : ℝ) := Nat.cast_pos.2 (by omega)
  have hkN : ((j - i : ℕ) : ℝ) < N := Nat.cast_lt.2 (by omega)
  refine remainder_pos (div_pos (mul_pos Real.pi_pos hk) hN) ?_ (by linarith) (by linarith) hne
  rw [div_lt_iff₀ hN]
  exact mul_lt_mul_of_pos_left hkN Real.pi_pos

lemma remainder_nonneg {N : ℕ} {t : ℕ → ℝ} (ht : Ordered N t) {i j : ℕ} (hij : i < j)
    (hj : j < N) : 0 ≤ remainder (π * ((j - i : ℕ) : ℝ) / N) ((t j - t i) / 2) := by
  by_cases h : (t j - t i) / 2 = π * ((j - i : ℕ) : ℝ) / N
  · rw [h]
    simp [remainder]
  · exact (remainder_pair ht hij hj h).le
```

The lower bound follows at once. In the statement, `Ico 1 N` means $k=1,\dots,N-1$.

```lean
/-- The Coulomb energy of `N` unit charges at ordered angles on the unit circle is at least
`(N/4) ∑ 1 / sin (π k / N)`, summed over `k = 1, ..., N-1`. -/
theorem energy_ge {N : ℕ} {t : ℕ → ℝ} (ht : Ordered N t) :
    N / 4 * ∑ k ∈ Ico 1 N, 1 / sin (π * k / N) ≤ energy N t := by
  rw [← sub_nonneg, energy_excess ht]
  exact Finset.sum_nonneg fun j hj => Finset.sum_nonneg fun i hi =>
    remainder_nonneg ht (Finset.mem_range.1 hi) (Finset.mem_range.1 hj)
```

**Q.** And equality? A ring can always be rotated.

**A.** The condition leaves $t_0$ free: $t_j=t_0+2\pi j/N$ for every $j<N$. If the energy equals $E_N$, a misplaced pair $(0,j)$ would make the sum of remainders positive, so every charge has the right angle relative to charge $0$. Conversely, equal spacing makes every remainder zero.

```lean
/-- For ordered angles the lower bound is attained exactly when the charges are equally
spaced. -/
theorem energy_eq_iff {N : ℕ} {t : ℕ → ℝ} (ht : Ordered N t) :
    energy N t = N / 4 * ∑ k ∈ Ico 1 N, 1 / sin (π * k / N)
      ↔ ∀ j < N, t j = t 0 + 2 * π * j / N := by
  rw [← sub_eq_zero, energy_excess ht]
  constructor
  · intro h j hj
    rcases Nat.eq_zero_or_pos j with rfl | hpos
    · simp
    -- a misplaced pair `(0, j)` would make the sum of remainders positive
    have h3 : (t j - t 0) / 2 = π * ((j - 0 : ℕ) : ℝ) / N := by
      by_contra hne
      refine absurd h (LT.lt.ne' ?_)
      refine Finset.sum_pos' (fun m hm => Finset.sum_nonneg fun i hi =>
        remainder_nonneg ht (Finset.mem_range.1 hi) (Finset.mem_range.1 hm))
        ⟨j, Finset.mem_range.2 hj, ?_⟩
      exact Finset.sum_pos' (fun i hi => remainder_nonneg ht (Finset.mem_range.1 hi) hj)
        ⟨0, Finset.mem_range.2 hpos, remainder_pair ht hpos hj hne⟩
    rw [Nat.sub_zero] at h3
    linear_combination 2 * h3
  · intro h
    refine Finset.sum_eq_zero fun j hj => Finset.sum_eq_zero fun i hi => ?_
    have hi' := Finset.mem_range.1 hi
    have hj' := Finset.mem_range.1 hj
    have e : (t j - t i) / 2 = π * ((j - i : ℕ) : ℝ) / N := by
      rw [h j hj', h i (hi'.trans hj'), Nat.cast_sub hi'.le]
      ring
    rw [e]
    simp [remainder]

end

end CoulombCircle
```

```lean
#print axioms CoulombCircle.energy_ge
-- 'CoulombCircle.energy_ge' depends on axioms: [propext, Classical.choice, Quot.sound]
#print axioms CoulombCircle.energy_eq_iff
-- 'CoulombCircle.energy_eq_iff' depends on axioms: [propext, Classical.choice, Quot.sound]
```

**Q.** Try the smallest case.

**A.** For $N=2$ the bound is $\tfrac24\cdot1=\tfrac12$, the energy of two charges at opposite ends of a diameter of length 2. The theorems also allow $N=0$ and $N=1$, where there are no pairs and both sides are zero.

**Q.** Does the argument depend on the Coulomb law?

**A.** Only through strict convexity in the half-angle and symmetry under $x\to\pi-x$. The logarithmic potential $-\ln(2\sin x)$ has both, since its second derivative is $1/\sin^2x$, so equal spacing minimises that energy too. That variant has no formal proof here.

**Q.** Where would I use the Coulomb result?

**A.** As a reference energy for a simulation routine that sums or minimises bare pair interactions, for finitely many classical charges held on a circle, without periodic images or kinetic energy.
